# A Squared Zone-Centre Frequency Bounded by the Violation of the Acoustic Sum Rule

Computed force constants often violate the acoustic sum rule slightly. A uniform displacement of the crystal then produces forces that should be absent, and zone-centre frequencies that should vanish can come out finite or imaginary. The row sums of the force-constant matrix measure these spurious forces, but they do not directly say how far from zero a frequency may lie. For symmetric force constants and positive masses, they do bound at least one squared frequency.

## From spurious forces to a frequency

Take a nonempty finite set of sites, the atoms of one primitive cell, with one displacement coordinate each. Let Φ_ij be the real symmetric force constants at the zone centre, already summed over periodic images, and let m_i > 0 be the masses. The row sums are

r_i = Σ_j Φ_ij.

Displacing every site by a gives the force −a r_i on site i, so the sum rule is r_i = 0. The mass-weighted dynamical matrix is

D_ij = Φ_ij / (√m_i √m_j).

Its eigenvalues λ are squared frequencies, λ = ω², and a negative one means an imaginary frequency. The claim is that some eigenvalue satisfies

λ² Σ_i m_i ≤ Σ_i r_i² / m_i.

Since D is real and symmetric, it has orthonormal eigenvectors e_j with D e_j = λ_j e_j. For any vector v and real number μ, symmetry gives

e_j · (Dv − μv) = (D e_j) · v − μ e_j · v = (λ_j − μ)(e_j · v).

Squaring, summing over j and using Parseval's identity yields

|Dv − μv|² = Σ_j (λ_j − μ)² (e_j · v)².

Let λ_k be the eigenvalue closest to μ. Replacing each factor (λ_j − μ)² by the smallest one gives

|Dv − μv|² ≥ (λ_k − μ)² Σ_j (e_j · v)² = (λ_k − μ)² |v|².

Now choose μ = 0 and the mass-weighted uniform translation v_i = √m_i. Then

(Dv)_i = Σ_j Φ_ij √m_j / (√m_i √m_j) = r_i / √m_i,

|v|² = Σ_i m_i, |Dv|² = Σ_i r_i² / m_i,

which proves the claim. For the normalised translation v/|v|, the squared residual is (Σ_i r_i²/m_i) / (Σ_i m_i), and this is the bound on λ².

If |r_i| ≤ ε m_i at every site, then r_i²/m_i ≤ ε² m_i. Summing and dividing by the positive total mass gives λ² ≤ ε². Since ε ≥ 0, it follows that |λ| ≤ ε, or |ω| ≤ √ε for the frequency itself. The tolerance ε has the units of a squared frequency.

In an electronic-structure calculation of phonons, this turns a sum-rule error into a frequency scale, within the harmonic model with one coordinate per site. A three-dimensional crystal has three independent translations, and the step from one small eigenvalue to three acoustic ones needs a further argument. Nor does the bound identify the mode it finds as a near-translation: a soft optical mode could also have a small eigenvalue.

## Force constants, masses and modes in Lean

The type `n` labels the sites, and its finiteness is part of the setting.

```lean
import Mathlib

open Matrix

namespace AcousticResidualBound

noncomputable section

variable {n : Type*} [Fintype n] [DecidableEq n]
```

The function `rowSum` is r_i.

```lean
/-- The row sum of the force constants at site `i`: the violation of the acoustic sum rule
there. -/
def rowSum (Φ : Matrix n n ℝ) (i : n) : ℝ := ∑ j, Φ i j
```

The dynamical matrix is a product with diagonal factors 1/√m_i on both sides, whose entries are the D_ij above.

```lean
/-- The zone-centre dynamical matrix `M^(-1/2) Φ M^(-1/2)`, for positive masses `m`. -/
def dynamicalMatrix (m : n → ℝ) (Φ : Matrix n n ℝ) : Matrix n n ℝ :=
  diagonal (fun i => (√(m i))⁻¹) * Φ * diagonal (fun i => (√(m i))⁻¹)
```

A mode is a nonzero physical displacement u obeying Φu = λMu, where M is the diagonal mass matrix. The name `lam` stands for the squared frequency λ, not a wavelength.

```lean
/-- A nonzero displacement pattern `u` is a mode with squared frequency `lam` when
`Φ u = lam M u`. -/
def IsMode (m : n → ℝ) (Φ : Matrix n n ℝ) (lam : ℝ) (u : n → ℝ) : Prop :=
  u ≠ 0 ∧ ∀ i, (Φ *ᵥ u) i = lam * (m i * u i)
```

## The nearest eigenvalue to a trial value

Parseval's identity comes from Mathlib's expansion of an inner product in an orthonormal basis. The rest of the proof rewrites inner products as real dot products.

```lean
/-- Parseval's identity: the squared components of a vector along the orthonormal eigenvectors
of a real Hermitian matrix add up to its squared length. -/
theorem parseval_eigenvectors {A : Matrix n n ℝ} (hA : A.IsHermitian) (w : n → ℝ) :
    ∑ j, ((hA.eigenvectorBasis j).ofLp ⬝ᵥ w) ^ 2 = w ⬝ᵥ w := by
  have h := hA.eigenvectorBasis.sum_inner_mul_inner (WithLp.toLp 2 w) (WithLp.toLp 2 w)
  simp only [EuclideanSpace.inner_eq_star_dotProduct, star_trivial] at h
  refine (Finset.sum_congr rfl fun j _ => ?_).trans h
  rw [dotProduct_comm w, sq]
```

The next theorem holds for any real symmetric matrix `A`, trial vector `v` and trial value `μ`. It returns an eigenvalue together with a nonzero eigenvector, here called `u`.

In the proof, `coef` is the component formula for the residual, with symmetry used to move `A` onto the eigenvector. `Finite.exists_min` selects the closest eigenvalue, which requires a nonempty set of sites. After Parseval has rewritten both squared lengths, the inequality is proved term by term.

```lean
/-- Residual bound for a real symmetric matrix on a nonempty finite set: for any trial vector `v`
and trial value `μ`, some eigenvalue `lam` satisfies `(lam - μ)² |v|² ≤ |A v - μ v|²`. -/
theorem exists_eigenvalue_near [Nonempty n] {A : Matrix n n ℝ} (hA : A.IsSymm)
    (μ : ℝ) (v : n → ℝ) :
    ∃ (lam : ℝ) (u : n → ℝ), u ≠ 0 ∧ A *ᵥ u = lam • u ∧
      (lam - μ) ^ 2 * (v ⬝ᵥ v) ≤ (A *ᵥ v - μ • v) ⬝ᵥ (A *ᵥ v - μ • v) := by
  have hH : A.IsHermitian := Matrix.IsHermitian.ext fun i j => by simpa using hA.apply i j
  have hev : ∀ j, A *ᵥ (hH.eigenvectorBasis j).ofLp
      = hH.eigenvalues j • (hH.eigenvectorBasis j).ofLp := fun j =>
    hH.mulVec_eigenvectorBasis j
  -- the residual has components (lam_j - μ) times those of the trial vector
  have coef : ∀ j, (hH.eigenvectorBasis j).ofLp ⬝ᵥ (A *ᵥ v - μ • v)
      = (hH.eigenvalues j - μ) * ((hH.eigenvectorBasis j).ofLp ⬝ᵥ v) := by
    intro j
    rw [dotProduct_sub, dotProduct_smul, Matrix.dotProduct_mulVec, ← Matrix.mulVec_transpose,
      hA.eq, hev, smul_dotProduct]
    simp only [smul_eq_mul]
    ring
  -- take the eigenvalue closest to μ
  obtain ⟨k, hk⟩ := Finite.exists_min fun j => (hH.eigenvalues j - μ) ^ 2
  refine ⟨hH.eigenvalues k, (hH.eigenvectorBasis k).ofLp, ?_, hev k, ?_⟩
  · intro h
    apply hH.eigenvectorBasis.orthonormal.ne_zero k
    ext i
    exact congrFun h i
  · rw [← parseval_eigenvectors hH v, ← parseval_eigenvectors hH (A *ᵥ v - μ • v),
      Finset.mul_sum]
    refine Finset.sum_le_sum fun j _ => ?_
    rw [coef j, mul_pow]
    exact mul_le_mul_of_nonneg_right (hk j) (sq_nonneg _)
```

## The uniform translation as trial vector

The action of D on √m_i is a direct calculation in which √m_j cancels. It needs positive masses but no symmetry of Φ.

```lean
/-- For positive masses, the dynamical matrix sends the mass-weighted uniform translation `√m_i`
to the mass-weighted row sums `r_i / √m_i`. -/
theorem dynamicalMatrix_translation {m : n → ℝ} (hm : ∀ i, 0 < m i) (Φ : Matrix n n ℝ) :
    dynamicalMatrix m Φ *ᵥ (fun i => √(m i)) = fun i => rowSum Φ i / √(m i) := by
  funext i
  simp only [dynamicalMatrix, Matrix.mulVec, dotProduct, Matrix.mul_diagonal,
    Matrix.diagonal_mul, rowSum, Finset.sum_div]
  refine Finset.sum_congr rfl fun j _ => ?_
  rw [mul_assoc, inv_mul_cancel₀ (Real.sqrt_pos.2 (hm j)).ne', mul_one, div_eq_inv_mul]
```

The main theorem assumes that Φ is symmetric, as second derivatives of an energy are; raw finite-difference data may have to be symmetrised first. The proof transfers symmetry to D as `hD` and applies `exists_eigenvalue_near` with trial value zero, using `dynamicalMatrix_translation` to evaluate the image of the trial vector. The equalities `h1` and `h2` then evaluate the squared lengths of the translation and of its image.

```lean
/-- For symmetric force constants on a nonempty finite set and positive masses, the dynamical
matrix has an eigenvalue `lam` with `lam² ∑ m_i ≤ ∑ r_i² / m_i`, where `r_i` are the row sums. -/
theorem acoustic_residual_bound [Nonempty n] {m : n → ℝ} (hm : ∀ i, 0 < m i)
    {Φ : Matrix n n ℝ} (hΦ : Φ.IsSymm) :
    ∃ (lam : ℝ) (u : n → ℝ), u ≠ 0 ∧ dynamicalMatrix m Φ *ᵥ u = lam • u ∧
      lam ^ 2 * ∑ i, m i ≤ ∑ i, rowSum Φ i ^ 2 / m i := by
  have hD : (dynamicalMatrix m Φ).IsSymm := by
    refine Matrix.IsSymm.ext fun i j => ?_
    simp only [dynamicalMatrix, Matrix.mul_diagonal, Matrix.diagonal_mul]
    rw [hΦ.apply i j]
    ring
  -- the trial vector is the uniform translation, the trial value is zero
  obtain ⟨lam, u, hu, he, hb⟩ := exists_eigenvalue_near hD 0 (fun i => √(m i))
  refine ⟨lam, u, hu, he, ?_⟩
  simp only [sub_zero, zero_smul, dynamicalMatrix_translation hm, dotProduct] at hb
  have h1 : ∑ i, √(m i) * √(m i) = ∑ i, m i :=
    Finset.sum_congr rfl fun i _ => Real.mul_self_sqrt (hm i).le
  have h2 : ∑ i, rowSum Φ i / √(m i) * (rowSum Φ i / √(m i)) = ∑ i, rowSum Φ i ^ 2 / m i :=
    Finset.sum_congr rfl fun i _ => by
      rw [div_mul_div_comm, Real.mul_self_sqrt (hm i).le, sq]
  rwa [h1, h2] at hb
```

## From eigenvectors to displacements

The vector `u` in the main theorem is mass-weighted. Dividing its components by √m_i gives the physical displacement, with the same λ. The proof first checks that this displacement is nonzero, then multiplies the eigenvalue equation at site i by √m_i and uses m_i/√m_i = √m_i.

```lean
/-- For positive masses, dividing an eigenvector of the dynamical matrix by `√m_i` gives a
displacement mode with the same squared frequency. -/
theorem isMode_of_eigenvector {m : n → ℝ} (hm : ∀ i, 0 < m i) {Φ : Matrix n n ℝ}
    {lam : ℝ} {u : n → ℝ} (hu : u ≠ 0) (he : dynamicalMatrix m Φ *ᵥ u = lam • u) :
    IsMode m Φ lam (fun i => (√(m i))⁻¹ * u i) := by
  have hs : ∀ i, √(m i) ≠ 0 := fun i => (Real.sqrt_pos.2 (hm i)).ne'
  refine ⟨fun h => hu ?_, fun i => ?_⟩
  · funext i
    have h0 : (√(m i))⁻¹ * u i = 0 := congrFun h i
    exact (mul_eq_zero.1 h0).resolve_left (inv_ne_zero (hs i))
  · have h2 : (dynamicalMatrix m Φ *ᵥ u) i
        = (√(m i))⁻¹ * (Φ *ᵥ fun j => (√(m j))⁻¹ * u j) i := by
      simp only [dynamicalMatrix, Matrix.mulVec, dotProduct, Matrix.mul_diagonal,
        Matrix.diagonal_mul, Finset.mul_sum]
      exact Finset.sum_congr rfl fun j _ => by ring
    have h1 : (√(m i))⁻¹ * (Φ *ᵥ fun j => (√(m j))⁻¹ * u j) i = lam * u i :=
      h2.symm.trans (congrFun he i)
    have hms : m i * (√(m i))⁻¹ = √(m i) := by rw [← div_eq_mul_inv, Real.div_sqrt]
    calc (Φ *ᵥ fun j => (√(m j))⁻¹ * u j) i
        = √(m i) * ((√(m i))⁻¹ * (Φ *ᵥ fun j => (√(m j))⁻¹ * u j) i) :=
          (mul_inv_cancel_left₀ (hs i) _).symm
      _ = (m i * (√(m i))⁻¹) * (lam * u i) := by rw [h1, hms]
      _ = lam * (m i * ((√(m i))⁻¹ * u i)) := by ring
```

The tolerance theorem combines this conversion with the main bound. In its proof, `hε` derives ε ≥ 0 from the hypothesis at one site, `hM` gives a positive total mass, and `hsum` adds the site-by-site estimates. Cancelling the total mass leaves λ² ≤ ε².

```lean
/-- Tolerance form: for symmetric force constants on a nonempty finite set and positive masses,
if every row sum obeys `|r_i| ≤ ε m_i`, then some mode has squared frequency at most `ε` in
absolute value. -/
theorem exists_mode_within_tolerance [Nonempty n] {m : n → ℝ} (hm : ∀ i, 0 < m i)
    {Φ : Matrix n n ℝ} (hΦ : Φ.IsSymm) {ε : ℝ} (hr : ∀ i, |rowSum Φ i| ≤ ε * m i) :
    ∃ (lam : ℝ) (u : n → ℝ), IsMode m Φ lam u ∧ |lam| ≤ ε := by
  obtain ⟨lam, u, hu, he, hb⟩ := acoustic_residual_bound hm hΦ
  refine ⟨lam, _, isMode_of_eigenvector hm hu he, ?_⟩
  have hε : 0 ≤ ε := by
    obtain ⟨i⟩ := ‹Nonempty n›
    exact nonneg_of_mul_nonneg_left ((abs_nonneg _).trans (hr i)) (hm i)
  have hM : 0 < ∑ i, m i := Finset.sum_pos (fun i _ => hm i) Finset.univ_nonempty
  -- each site contributes at most ε² m_i to the residual
  have hsum : ∑ i, rowSum Φ i ^ 2 / m i ≤ ε ^ 2 * ∑ i, m i := by
    rw [Finset.mul_sum]
    refine Finset.sum_le_sum fun i _ => ?_
    rw [div_le_iff₀ (hm i)]
    have h := pow_le_pow_left₀ (abs_nonneg _) (hr i) 2
    rw [sq_abs] at h
    nlinarith [h]
  exact abs_le_of_sq_le_sq (le_of_mul_le_mul_right (hb.trans hsum) hM) hε
```

## Equality for on-site springs

Suppose each site is tied to a fixed point by a spring of strength c m_i, with no coupling between sites. Then Φ is diagonal and r_i = c m_i. At any site that moves, the mode equation reads c m_i u_i = λ m_i u_i, so λ = c. Both sides of the residual bound are therefore c² Σ_i m_i, and a smaller constant factor on its right-hand side would fail whenever c ≠ 0.

The theorem states the equality for every mode of this system. Its proof picks a moving site `k` to obtain `hlam`, then evaluates the row sums in `hrow`.

```lean
/-- Sharpness: for independent on-site springs of strength `c m_i` and positive masses, every
mode attains equality in the residual bound. -/
theorem residual_bound_sharp {m : n → ℝ} (hm : ∀ i, 0 < m i) (c : ℝ) {lam : ℝ} {u : n → ℝ}
    (h : IsMode m (diagonal fun i => c * m i) lam u) :
    lam ^ 2 * ∑ i, m i = ∑ i, rowSum (diagonal fun i => c * m i) i ^ 2 / m i := by
  obtain ⟨hu, he⟩ := h
  obtain ⟨k, hk⟩ := Function.ne_iff.1 hu
  have hk' : u k ≠ 0 := hk
  -- a site that moves fixes the squared frequency to c
  have hlam : lam = c := by
    have h1 := he k
    rw [Matrix.mulVec_diagonal] at h1
    apply mul_right_cancel₀ (mul_ne_zero (hm k).ne' hk')
    linarith
  rw [hlam, Finset.mul_sum]
  refine Finset.sum_congr rfl fun i _ => ?_
  have hrow : rowSum (diagonal fun i => c * m i) i = c * m i := by
    simp [rowSum, Matrix.diagonal_apply]
  rw [hrow, eq_div_iff (hm i).ne']
  ring

end

end AcousticResidualBound
```

```lean
#print axioms AcousticResidualBound.acoustic_residual_bound
-- 'AcousticResidualBound.acoustic_residual_bound' depends on axioms: [propext, Classical.choice, Quot.sound]
#print axioms AcousticResidualBound.exists_mode_within_tolerance
-- 'AcousticResidualBound.exists_mode_within_tolerance' depends on axioms: [propext, Classical.choice, Quot.sound]
#print axioms AcousticResidualBound.residual_bound_sharp
-- 'AcousticResidualBound.residual_bound_sharp' depends on axioms: [propext, Classical.choice, Quot.sound]
```
